# For a primitive q-th root of unity, q × q unitary Weyl pairs with q-th powers one are shift and clock up to one unitary

Take the one-orbital tight-binding model of a non-interacting electron on a square lattice, with equal nearest-neighbour hopping as the unit of energy and \(p/q\) flux quanta per plaquette, in lowest terms. Its bands can be computed by writing the two hopping operators at fixed Bloch momentum as \(q\times q\) matrices \(U,V\) and diagonalising \(H=U+U^\dagger+V+V^\dagger\). Another gauge may give different matrices. If both choices are unitary, obey \(UV=\omega VU\) with the same primitive \(q\)-th root of unity \(\omega\), and have the same scalar \(q\)-th powers, a single unitary relates them, so the energies agree.

The theorems concern the pair \((U,V)\); that the lattice problem reduces to such a pair at each momentum is an input from Bloch theory.

## Shift, clock and the flux relation

The sites of the magnetic cell form a ring, `ZMod q`, with \(q\ge1\).

```lean
import Mathlib

open Matrix

namespace FiniteWeylUniqueness

noncomputable section

variable {q : ℕ} [NeZero q]
```

The shift acts by \((S\psi)_j=\psi_{j+1}\), so its matrix has a one wherever the column index is the row index plus one.

```lean
/-- The shift on a ring of `q` sites: `(S ψ) j = ψ (j + 1)`. -/
def shift (q : ℕ) : Matrix (ZMod q) (ZMod q) ℂ :=
  Matrix.of fun i j => if j = i + 1 then 1 else 0
```

The clock multiplies site \(j\) by \(\omega^j\), where `j.val` is the representative of \(j\) in \(0,\dots,q-1\).

```lean
/-- The clock on a ring of `q` sites: `(C ψ) j = ω ^ j ψ j`, with `j` read in `0, ..., q - 1`. -/
def clock (q : ℕ) (ω : ℂ) : Matrix (ZMod q) (ZMod q) ℂ :=
  Matrix.diagonal fun j => ω ^ j.val
```

`IsWeylPair ω U V` says that \(U\) and \(V\) are unitary and \(UV=\omega VU\). In the lattice problem they are the hops that build \(H\).

```lean
/-- `U` and `V` are unitary matrices on `q` sites with `U V = ω V U`. -/
structure IsWeylPair (ω : ℂ) (U V : Matrix (ZMod q) (ZMod q) ℂ) : Prop where
  left_unitary : U ∈ Matrix.unitaryGroup (ZMod q) ℂ
  right_unitary : V ∈ Matrix.unitaryGroup (ZMod q) ℂ
  weyl : U * V = ω • (V * U)
```

A phase satisfies \(z\bar z=|z|^2=1\).

```lean
/-- A complex number of modulus one times its conjugate is one. -/
theorem phase_mul_star {z : ℂ} (hz : ‖z‖ = 1) : z * star z = 1 := by
  rw [Complex.star_def, Complex.mul_conj, Complex.normSq_eq_norm_sq, hz]
  norm_num
```

## Powers around a ring

Sites are cyclic, but exponents are natural numbers. If \(g^q=1\), then \(g^{j+1}=g\,g^j\) holds even at the last site, where \(j+1\) returns to 0. `pow_val_succ` proves this without treating the edge separately: it writes `j + 1` as the image of the natural number `j.val + 1`, whose `val` is its remainder modulo \(q\), and `pow_eq_pow_mod` removes the remainder. Since \(g\) lies in an arbitrary monoid, the lemma serves both the number \(\omega\) and the matrix \(U^\dagger\).

```lean
/-- If `g ^ q = 1` and site `j` is given the power `g ^ j.val`, one step along the ring multiplies
by `g`. -/
theorem pow_val_succ {M : Type*} [Monoid M] {g : M} (hg : g ^ q = 1) (j : ZMod q) :
    g ^ (j + 1).val = g * g ^ j.val := by
  have e : j + 1 = ((j.val + 1 : ℕ) : ZMod q) := by
    rw [Nat.cast_add, Nat.cast_one, ZMod.natCast_zmod_val]
  rw [e, ZMod.val_natCast, ← pow_eq_pow_mod _ hg, pow_succ']
```

## The standard pair satisfies the conditions

For shift and clock,
\[(SC\psi)_j=\omega^{j+1}\psi_{j+1}=\omega\,(CS\psi)_j .\]
Both are unitary: \(S\) permutes sites and \(C\) is a diagonal of phases. Moving \(q\) sites returns to the start, so \(S^q=1\), and \((\omega^j)^q=1\) gives \(C^q=1\). The proof checks matrix entries, with an induction for \(S^k\).

`IsPrimitiveRoot ω q` means that \(\omega^q=1\) and no smaller positive power is one. For \(\omega=e^{2\pi ip/q}\) this is the condition that \(p/q\) is in lowest terms.

```lean
/-- For a primitive `q`-th root of unity `ω`, shift and clock are unitary, satisfy
`S C = ω C S`, and have `q`-th powers equal to one. -/
theorem shift_clock_witness {ω : ℂ} (hω : IsPrimitiveRoot ω q) :
    IsWeylPair ω (shift q) (clock q ω) ∧ shift q ^ q = 1 ∧ clock q ω ^ q = 1 := by
  refine ⟨⟨?_, ?_, ?_⟩, ?_, ?_⟩
  · rw [Matrix.mem_unitaryGroup_iff]
    ext i j
    simp only [shift, Matrix.mul_apply, Matrix.star_apply, Matrix.of_apply, ite_mul, one_mul,
      zero_mul, Finset.sum_ite_eq', Finset.mem_univ, if_true, Matrix.one_apply, add_left_inj]
    split_ifs <;> simp
  · rw [Matrix.mem_unitaryGroup_iff, Matrix.star_eq_conjTranspose, clock,
      Matrix.diagonal_conjTranspose, Matrix.diagonal_mul_diagonal, ← Matrix.diagonal_one]
    refine congrArg Matrix.diagonal (funext fun j => ?_)
    exact phase_mul_star (by rw [norm_pow, hω.norm'_eq_one (NeZero.ne q), one_pow])
  · ext i j
    rw [clock, Matrix.smul_apply, Matrix.mul_diagonal, Matrix.diagonal_mul]
    simp only [shift, Matrix.of_apply, smul_eq_mul]
    split_ifs with e
    · rw [e, pow_val_succ hω.pow_eq_one]
      ring
    · simp
  · -- the `k`-th power of the shift moves by `k` sites
    have h : ∀ k : ℕ, shift q ^ k =
        Matrix.of fun i j : ZMod q => if j = i + (k : ZMod q) then (1 : ℂ) else 0 := by
      intro k
      induction k with
      | zero => ext i j; simp [Matrix.one_apply, eq_comm]
      | succ k ih =>
        rw [pow_succ, ih]
        ext i j
        simp only [shift, Matrix.mul_apply, Matrix.of_apply, ite_mul, one_mul, zero_mul,
          Finset.sum_ite_eq', Finset.mem_univ, if_true, Nat.cast_add, Nat.cast_one, add_assoc]
    rw [h q]
    ext i j
    simp [Matrix.one_apply, eq_comm]
  · rw [clock, Matrix.diagonal_pow, ← Matrix.diagonal_one]
    refine congrArg Matrix.diagonal (funext fun j => ?_)
    show (ω ^ j.val) ^ q = 1
    rw [← pow_mul, mul_comm, pow_mul, hω.pow_eq_one, one_pow]
```

For phases \(a,b\), both sides of the flux relation for \(aU,bV\) acquire the factor \(ab\), and unitarity survives.

```lean
variable {ω : ℂ} {U V : Matrix (ZMod q) (ZMod q) ℂ}

/-- Multiplying the two members of a Weyl pair by phases gives a Weyl pair with the same `ω`. -/
theorem IsWeylPair.smul (h : IsWeylPair ω U V) {a b : ℂ} (ha : ‖a‖ = 1) (hb : ‖b‖ = 1) :
    IsWeylPair ω (a • U) (b • V) := by
  refine ⟨?_, ?_, ?_⟩
  · rw [Matrix.mem_unitaryGroup_iff, star_smul, smul_mul_smul_comm, phase_mul_star ha, one_smul]
    exact Matrix.mem_unitaryGroup_iff.1 h.left_unitary
  · rw [Matrix.mem_unitaryGroup_iff, star_smul, smul_mul_smul_comm, phase_mul_star hb, one_smul]
    exact Matrix.mem_unitaryGroup_iff.1 h.right_unitary
  · rw [smul_mul_smul_comm, smul_mul_smul_comm, h.weyl, smul_smul, smul_smul]
    congr 1
    ring
```

## A ladder of clock eigenstates

Multiplying \(UV=\omega VU\) by \(U^\dagger\) on both sides gives \(VU^\dagger=\omega U^\dagger V\). Hence, if \(Vx=\mu x\), induction on \(n\) gives
\[V(U^\dagger)^n x=\omega^n\mu\,(U^\dagger)^n x .\]

```lean
/-- For a Weyl pair `U, V` with `V x = μ x`, `n` applications of `U†` to `x` give a vector on which
`V` acts as multiplication by `ω ^ n μ`. -/
theorem IsWeylPair.raising_pow (h : IsWeylPair ω U V) {μ : ℂ} {x : ZMod q → ℂ}
    (hx : V *ᵥ x = μ • x) (n : ℕ) :
    V *ᵥ (Uᴴ ^ n *ᵥ x) = (ω ^ n * μ) • (Uᴴ ^ n *ᵥ x) := by
  have h1 : Uᴴ * U = 1 := Matrix.mem_unitaryGroup_iff'.1 h.left_unitary
  have h2 : U * Uᴴ = 1 := Matrix.mem_unitaryGroup_iff.1 h.left_unitary
  -- the flux relation rewritten for `U†`
  have c : V * Uᴴ = ω • (Uᴴ * V) := by
    calc V * Uᴴ = Uᴴ * (U * V) * Uᴴ := by rw [← mul_assoc, h1, one_mul]
      _ = Uᴴ * (ω • (V * U)) * Uᴴ := by rw [h.weyl]
      _ = ω • (Uᴴ * V * (U * Uᴴ)) := by
        simp only [Matrix.mul_smul, Matrix.smul_mul, mul_assoc]
      _ = ω • (Uᴴ * V) := by rw [h2, mul_one]
  induction n with
  | zero => simpa using hx
  | succ n ih =>
    rw [pow_succ', ← Matrix.mulVec_mulVec, Matrix.mulVec_mulVec _ V, c, Matrix.smul_mulVec,
      ← Matrix.mulVec_mulVec, ih, Matrix.mulVec_smul, smul_smul, pow_succ', mul_assoc]
```

Now let \(V^q=1\) and take an eigenvector \(Vv=\mu v\). Then \(\mu^q=1\), so \(\mu=\omega^k\) with \(0\le k<q\). The vector \(y=(U^\dagger)^{q-k}v\) has eigenvalue \(\omega^{q-k}\omega^k=1\), and is nonzero because \(U^\dagger\) is unitary. Dividing by its norm gives \(x\) with \(Vx=x\). In Lean, `star x ⬝ᵥ x` is \(\langle x,x\rangle\), and `*ᵥ` applies a matrix to a vector.

```lean
/-- For a Weyl pair `U, V` with `ω` a primitive `q`-th root of unity and `V ^ q = 1`, some
normalised state is left unchanged by `V`. -/
theorem IsWeylPair.exists_fixed_state (h : IsWeylPair ω U V) (hω : IsPrimitiveRoot ω q)
    (hV : V ^ q = 1) : ∃ x : ZMod q → ℂ, star x ⬝ᵥ x = 1 ∧ V *ᵥ x = x := by
  obtain ⟨μ, hμ⟩ := Module.End.exists_eigenvalue (Matrix.toLin' V)
  obtain ⟨v, hv⟩ := hμ.exists_hasEigenvector
  have hv1 : V *ᵥ v = μ • v := by
    rw [← Matrix.toLin'_apply]
    exact hv.apply_eq_smul
  have hpow : ∀ n : ℕ, V ^ n *ᵥ v = μ ^ n • v := by
    intro n
    induction n with
    | zero => simp
    | succ n ih =>
      rw [pow_succ', ← Matrix.mulVec_mulVec, ih, Matrix.mulVec_smul, hv1, smul_smul, pow_succ]
  -- the eigenvalue is a power of `ω`
  have hμq : μ ^ q = 1 := by
    have e := hpow q
    rw [hV, Matrix.one_mulVec] at e
    obtain ⟨i, hi⟩ := Function.ne_iff.1 hv.2
    refine mul_right_cancel₀ hi ?_
    rw [one_mul]
    exact (congrFun e i).symm
  obtain ⟨k, hk, rfl⟩ := hω.eq_pow_of_pow_eq_one hμq
  -- raise it to `ω ^ q = 1`
  have hy := h.raising_pow hv1 (q - k)
  rw [← pow_add, Nat.sub_add_cancel hk.le, hω.pow_eq_one, one_smul] at hy
  have hR : Uᴴ ∈ Matrix.unitaryGroup (ZMod q) ℂ := by
    rw [Matrix.mem_unitaryGroup_iff, ← Matrix.star_eq_conjTranspose, star_star]
    exact Matrix.mem_unitaryGroup_iff'.1 h.left_unitary
  have hy0 : Uᴴ ^ (q - k) *ᵥ v ≠ 0 := by
    intro h0
    apply hv.2
    rw [← Matrix.one_mulVec v, ← Matrix.mem_unitaryGroup_iff'.1 (pow_mem hR (q - k)),
      ← Matrix.mulVec_mulVec, h0, Matrix.mulVec_zero]
  generalize Uᴴ ^ (q - k) *ᵥ v = y at hy hy0
  -- normalise
  obtain ⟨i, hi⟩ := Function.ne_iff.1 hy0
  have hN : star y ⬝ᵥ y = ((∑ i, ‖y i‖ ^ 2 : ℝ) : ℂ) := by
    simp only [dotProduct, Complex.ofReal_sum, Complex.ofReal_pow]
    exact Finset.sum_congr rfl fun i _ => Complex.conj_mul' (y i)
  have hpos : 0 < ∑ i, ‖y i‖ ^ 2 :=
    Finset.sum_pos' (fun i _ => by positivity)
      ⟨i, Finset.mem_univ i, pow_pos (norm_pos_iff.2 hi) 2⟩
  generalize (∑ i, ‖y i‖ ^ 2) = N at hN hpos
  obtain ⟨s, hs, rfl⟩ : ∃ s : ℝ, s ≠ 0 ∧ N = s * s :=
    ⟨√N, (Real.sqrt_pos.2 hpos).ne', (Real.mul_self_sqrt hpos.le).symm⟩
  refine ⟨((s⁻¹ : ℝ) : ℂ) • y, ?_, by rw [Matrix.mulVec_smul, hy]⟩
  have e : s⁻¹ * (s⁻¹ * (s * s)) = 1 := by field_simp
  rw [star_smul, smul_dotProduct, dotProduct_smul, hN, Complex.star_def, Complex.conj_ofReal,
    smul_eq_mul, smul_eq_mul, ← Complex.ofReal_mul, ← Complex.ofReal_mul, e, Complex.ofReal_one]
```

Set \(x_j=(U^\dagger)^jx\) for \(j=0,\dots,q-1\). Each has norm one. For \(i\ne j\), unitarity of \(V\) gives
\[\langle x_i,x_j\rangle=\langle Vx_i,Vx_j\rangle=\overline{\omega^i}\,\omega^j\langle x_i,x_j\rangle .\]
Multiplying by \(\omega^i\) yields \((\omega^j-\omega^i)\langle x_i,x_j\rangle=0\), which `linear_combination` assembles. The powers differ because \(\omega\) is primitive, so the overlap vanishes.

```lean
/-- For a Weyl pair `U, V` with `ω` a primitive `q`-th root of unity, and a normalised state `x`
with `V x = x`, the states `(U†) ^ j x` with `j = 0, ..., q - 1` are orthonormal. -/
theorem IsWeylPair.ladder_orthonormal (h : IsWeylPair ω U V) (hω : IsPrimitiveRoot ω q)
    {x : ZMod q → ℂ} (hn : star x ⬝ᵥ x = 1) (hx : V *ᵥ x = x) (i j : ZMod q) :
    star (Uᴴ ^ i.val *ᵥ x) ⬝ᵥ (Uᴴ ^ j.val *ᵥ x) = if i = j then 1 else 0 := by
  have hdot : ∀ A ∈ Matrix.unitaryGroup (ZMod q) ℂ, ∀ y z : ZMod q → ℂ,
      star (A *ᵥ y) ⬝ᵥ (A *ᵥ z) = star y ⬝ᵥ z := by
    intro A hA y z
    rw [Matrix.star_mulVec, ← Matrix.dotProduct_mulVec, Matrix.mulVec_mulVec,
      ← Matrix.star_eq_conjTranspose, Matrix.mem_unitaryGroup_iff'.1 hA, Matrix.one_mulVec]
  have hR : Uᴴ ∈ Matrix.unitaryGroup (ZMod q) ℂ := by
    rw [Matrix.mem_unitaryGroup_iff, ← Matrix.star_eq_conjTranspose, star_star]
    exact Matrix.mem_unitaryGroup_iff'.1 h.left_unitary
  split_ifs with e
  · rw [e, hdot _ (pow_mem hR _), hn]
  · -- different eigenvalues of the unitary `V` force orthogonality
    have hev : ∀ n : ℕ, V *ᵥ (Uᴴ ^ n *ᵥ x) = ω ^ n • (Uᴴ ^ n *ᵥ x) := by
      intro n
      have t := h.raising_pow (μ := 1) (x := x) (by rw [hx, one_smul]) n
      rwa [mul_one] at t
    have key := hdot V h.right_unitary (Uᴴ ^ i.val *ᵥ x) (Uᴴ ^ j.val *ᵥ x)
    rw [hev i.val, hev j.val, star_smul, smul_dotProduct, dotProduct_smul, smul_eq_mul,
      smul_eq_mul] at key
    have hp : ω ^ i.val * star (ω ^ i.val) = 1 :=
      phase_mul_star (by rw [norm_pow, hω.norm'_eq_one (NeZero.ne q), one_pow])
    generalize star (Uᴴ ^ i.val *ᵥ x) ⬝ᵥ (Uᴴ ^ j.val *ᵥ x) = G at key ⊢
    have hz : (ω ^ j.val - ω ^ i.val) * G = 0 := by
      linear_combination ω ^ i.val * key - ω ^ j.val * G * hp
    rcases mul_eq_zero.1 hz with h0 | h0
    · exact absurd (ZMod.val_injective q
        (hω.pow_inj (ZMod.val_lt i) (ZMod.val_lt j) (sub_eq_zero.1 h0).symm)) e
    · exact h0
```

## One unitary for both operators

Let \(M\) have columns \(x_0,\dots,x_{q-1}\). Orthonormality is \(M^\dagger M=1\). The first relation below follows from \(UU^\dagger=1\) and \((U^\dagger)^q=1\), the second from the ladder relation with \(\mu=1\):
\[Ux_{j+1}=x_j,\qquad Vx_j=\omega^jx_j,\]
with indices on the ring. These are \(UM=MS\) and \(VM=MC\), called `hUM` and `hVM` below. With \(W=M^\dagger\), multiplication by \(W\) from the left gives \(WUW^\dagger=S\) and \(WVW^\dagger=C\). The theorem asserts that one such \(W\) serves both equations.

```lean
/-- Finite Weyl uniqueness: for a primitive `q`-th root of unity `ω`, unitaries on `q` sites with
`U V = ω V U` and `U ^ q = V ^ q = 1` are carried to shift and clock by one unitary `W`. -/
theorem weyl_unique (hω : IsPrimitiveRoot ω q) (h : IsWeylPair ω U V)
    (hU : U ^ q = 1) (hV : V ^ q = 1) :
    ∃ W ∈ Matrix.unitaryGroup (ZMod q) ℂ, W * U * Wᴴ = shift q ∧ W * V * Wᴴ = clock q ω := by
  obtain ⟨x, hn, hx⟩ := h.exists_fixed_state hω hV
  have h2 : U * Uᴴ = 1 := Matrix.mem_unitaryGroup_iff.1 h.left_unitary
  have hR : Uᴴ ^ q = 1 := by rw [← Matrix.conjTranspose_pow, hU, Matrix.conjTranspose_one]
  -- the ladder states are the columns of `M`
  obtain ⟨M, hM⟩ : ∃ M : Matrix (ZMod q) (ZMod q) ℂ, ∀ i j, M i j = (Uᴴ ^ j.val *ᵥ x) i :=
    ⟨fun i j => (Uᴴ ^ j.val *ᵥ x) i, fun _ _ => rfl⟩
  have hcol : ∀ (A : Matrix (ZMod q) (ZMod q) ℂ) (i j : ZMod q),
      (A * M) i j = (A *ᵥ (Uᴴ ^ j.val *ᵥ x)) i := by
    intro A i j
    simp only [Matrix.mul_apply, hM, Matrix.mulVec, dotProduct]
  have gram : Mᴴ * M = 1 := by
    ext i j
    rw [Matrix.mul_apply, Matrix.one_apply]
    simp only [Matrix.conjTranspose_apply, hM]
    exact h.ladder_orthonormal hω hn hx i j
  have hUM : U * M = M * shift q := by
    ext i j
    obtain ⟨k, rfl⟩ : ∃ k, j = k + 1 := ⟨j - 1, (sub_add_cancel j 1).symm⟩
    have e : (M * shift q) i (k + 1) = M i k := by
      simp only [shift, Matrix.mul_apply, Matrix.of_apply, add_left_inj, mul_ite, mul_one,
        mul_zero, Finset.sum_ite_eq, Finset.mem_univ, if_true]
    rw [e, hcol, pow_val_succ hR, Matrix.mulVec_mulVec, ← mul_assoc, h2, one_mul, hM]
  have hVM : V * M = M * clock q ω := by
    ext i j
    have t := h.raising_pow (μ := 1) (x := x) (by rw [hx, one_smul]) j.val
    rw [hcol, t, clock, Matrix.mul_diagonal, hM, Pi.smul_apply, smul_eq_mul]
    ring
  refine ⟨Mᴴ, ?_, ?_, ?_⟩
  · rw [Matrix.mem_unitaryGroup_iff, Matrix.star_eq_conjTranspose,
      Matrix.conjTranspose_conjTranspose, gram]
  · rw [Matrix.conjTranspose_conjTranspose, mul_assoc, hUM, ← mul_assoc, gram, one_mul]
  · rw [Matrix.conjTranspose_conjTranspose, mul_assoc, hVM, ← mul_assoc, gram, one_mul]
```

For \(q=3\) and \(\omega=e^{2\pi i/3}\), take
\[U=\begin{pmatrix}1&0&0\\0&\omega&0\\0&0&\omega^2\end{pmatrix},\quad V=\begin{pmatrix}0&0&1\\1&0&0\\0&1&0\end{pmatrix}.\]
The fixed state is \(x=(1,1,1)/\sqrt3\), and \(x_1=(1,\omega^2,\omega)/\sqrt3\), \(x_2=(1,\omega,\omega^2)/\sqrt3\). Taking conjugate transposes,
\[W=\frac1{\sqrt3}\begin{pmatrix}1&1&1\\1&\omega&\omega^2\\1&\omega^2&\omega\end{pmatrix},\]
the discrete Fourier transform.

## Bloch phases and their q-th powers

At momentum \((k_x,k_y)\), in units of the inverse lattice constant, the standard hops are \(aS\) and \(bC\) with \(a=e^{ik_x}\), \(b=e^{ik_y}\). Their \(q\)-th powers \(a^q,b^q\) are the phases collected over \(q\) hops. If \(U^q=a^q\) and \(V^q=b^q\), apply the previous theorem to \(\bar aU,\bar bV\), then restore the phases.

```lean
/-- With Bloch phases `a`, `b` and a primitive `q`-th root of unity `ω`, a Weyl pair with
`U ^ q = a ^ q` and `V ^ q = b ^ q` is unitarily equivalent to `a S`, `b C`. -/
theorem weyl_unique_bloch (hω : IsPrimitiveRoot ω q) (h : IsWeylPair ω U V) {a b : ℂ}
    (ha : ‖a‖ = 1) (hb : ‖b‖ = 1) (hU : U ^ q = a ^ q • 1) (hV : V ^ q = b ^ q • 1) :
    ∃ W ∈ Matrix.unitaryGroup (ZMod q) ℂ,
      W * U * Wᴴ = a • shift q ∧ W * V * Wᴴ = b • clock q ω := by
  -- remove the phases, apply uniqueness, and restore them
  obtain ⟨W, hW, hS, hC⟩ := weyl_unique hω
    (h.smul (a := star a) (b := star b) (by rw [norm_star, ha]) (by rw [norm_star, hb]))
    (by rw [smul_pow, hU, smul_smul, ← mul_pow, mul_comm, phase_mul_star ha, one_pow, one_smul])
    (by rw [smul_pow, hV, smul_smul, ← mul_pow, mul_comm, phase_mul_star hb, one_pow, one_smul])
  refine ⟨W, hW, ?_, ?_⟩
  · rw [← hS, Matrix.mul_smul, Matrix.smul_mul, smul_smul, phase_mul_star ha, one_smul]
  · rw [← hC, Matrix.mul_smul, Matrix.smul_mul, smul_smul, phase_mul_star hb, one_smul]
```

Conversely, suppose \(W\) carries \(aS,bC\) to \(cS,dC\), where \(c,d\) are also phases. Taking \(q\)-th powers gives \(c^q1=W(a^q1)W^\dagger=a^q1\), so \(c^q=a^q\), and likewise \(d^q=b^q\). Equality of these powers is therefore necessary as well as sufficient: shifting either momentum component by \(2\pi/q\) gives an equivalent pair.

```lean
/-- For a primitive `q`-th root of unity `ω` and phases `a, b, c, d`, the pairs `a S, b C` and
`c S, d C` are unitarily equivalent exactly when `a ^ q = c ^ q` and `b ^ q = d ^ q`. -/
theorem bloch_equiv_iff (hω : IsPrimitiveRoot ω q) {a b c d : ℂ}
    (ha : ‖a‖ = 1) (hb : ‖b‖ = 1) (hc : ‖c‖ = 1) (hd : ‖d‖ = 1) :
    (∃ W ∈ Matrix.unitaryGroup (ZMod q) ℂ,
      W * (a • shift q) * Wᴴ = c • shift q ∧ W * (b • clock q ω) * Wᴴ = d • clock q ω) ↔
      a ^ q = c ^ q ∧ b ^ q = d ^ q := by
  obtain ⟨hw, hS, hC⟩ := shift_clock_witness hω
  have pS : ∀ z : ℂ, (z • shift q) ^ q = z ^ q • 1 := fun z => by rw [smul_pow, hS]
  have pC : ∀ z : ℂ, (z • clock q ω) ^ q = z ^ q • 1 := fun z => by rw [smul_pow, hC]
  constructor
  · rintro ⟨W, hW, h1, h2⟩
    have hW1 : W * Wᴴ = 1 := Matrix.mem_unitaryGroup_iff.1 hW
    have hW2 : Wᴴ * W = 1 := Matrix.mem_unitaryGroup_iff'.1 hW
    -- a scalar `q`-th power is invariant under conjugation
    have inv : ∀ (A B : Matrix (ZMod q) (ZMod q) ℂ) (α β : ℂ), A ^ q = α • 1 → B ^ q = β • 1 →
        W * A * Wᴴ = B → α = β := by
      intro A B α β hA hB hAB
      have hp : ∀ n : ℕ, B ^ n = W * A ^ n * Wᴴ := by
        intro n
        induction n with
        | zero => rw [pow_zero, pow_zero, mul_one, hW1]
        | succ n ih =>
          calc B ^ (n + 1) = W * A ^ n * Wᴴ * (W * A * Wᴴ) := by rw [pow_succ, ih, hAB]
            _ = W * A ^ n * (Wᴴ * W) * A * Wᴴ := by simp only [mul_assoc]
            _ = W * A ^ (n + 1) * Wᴴ := by
              rw [hW2, mul_one, pow_succ]
              simp only [mul_assoc]
      have e := hp q
      rw [hB, hA, Matrix.mul_smul, mul_one, Matrix.smul_mul, hW1] at e
      simpa using (congrFun (congrFun e 0) 0).symm
    exact ⟨inv _ _ _ _ (pS a) (pS c) h1, inv _ _ _ _ (pC b) (pC d) h2⟩
  · rintro ⟨h1, h2⟩
    exact weyl_unique_bloch hω (hw.smul ha hb) hc hd (by rw [pS, h1]) (by rw [pC, h2])

end

end FiniteWeylUniqueness
```

```lean
#print axioms FiniteWeylUniqueness.weyl_unique
#print axioms FiniteWeylUniqueness.bloch_equiv_iff
```

```
'FiniteWeylUniqueness.weyl_unique' depends on axioms: [propext, Classical.choice, Quot.sound]
'FiniteWeylUniqueness.bloch_equiv_iff' depends on axioms: [propext, Classical.choice, Quot.sound]
```
